# For flux-conserving scatterers with gap phases 0 or \(\pi/2\), independent and equally likely, \(1+2\langle\rho\rangle\) is the product of the factors \(1+2\rho_j\)

Take two identical barriers in a single-channel wire, each transmitting half of the incident current. The Landauer resistance \(\rho=(1-T)/T\) of each is 1, so in series I would expect 2. I multiplied the transfer matrices for two spacings that differ by a quarter wavelength. One gave \(\rho=8\), the other gave perfect transmission and \(\rho=0\). The mean is 4, not 2. Is there a rule behind that 4, and does it survive in a long chain of different barriers if each gap takes only these two phases?

## A quarter wavelength reverses the interference term

Yes: \(1+2\cdot 4=(1+2\cdot 1)(1+2\cdot 1)\), and the same product holds for any number of scatterers.

Write each scatterer as

\[
M=\begin{pmatrix}a&b\\ \bar b&\bar a\end{pmatrix},\qquad |a|^2-|b|^2=1,
\]

which takes the amplitudes on its right to those on its left. The conjugate form expresses time-reversal symmetry, and the condition on \(a\) and \(b\) expresses conservation of the particle current. For a unit wave coming from the left, with reflected amplitude \(r\) and transmitted amplitude \(t\),

\[
\begin{pmatrix}1\\r\end{pmatrix}=M\begin{pmatrix}t\\0\end{pmatrix}
\quad\Rightarrow\quad t=\frac1a,\quad r=\frac{\bar b}{a}.
\]

Hence \(T=|t|^2=1/|a|^2\) and \(\rho=|a|^2-1=|b|^2=|r|^2/|t|^2\).

Now let \((p,q)\) be the first row of the matrix for everything to the left of a gap. The gap contributes \(\mathrm{diag}(e^{i\theta},e^{-i\theta})\), where \(\theta=-kd\) for a gap of length \(d\) and right-moving waves \(e^{ikx}\), and the next scatterer turns the row into

\[
\left(pa\,e^{i\theta}+q\bar b\,e^{-i\theta},\;\; pb\,e^{i\theta}+q\bar a\,e^{-i\theta}\right).
\]

Its squared norm is

\[
(|p|^2+|q|^2)(|a|^2+|b|^2)+4\,\mathrm{Re}\!\left(p\bar q\,ab\,e^{2i\theta}\right).
\]

For \(\theta=0\) and \(\theta=\pi/2\) the factor \(e^{2i\theta}\) is \(+1\) and \(-1\), so the interference term averages to zero when both are equally likely. An extra quarter wavelength changes \(\theta\) by \(-\pi/2\), which reverses the sign of \(e^{2i\theta}\) just as \(+\pi/2\) does. In your example \(a=\sqrt2\) and \(b=1\), and the two squared norms are \(9+8=17\) and \(9-8=1\).

For the chain \(M_0D_1M_1\cdots D_NM_N\), with each \(D_j\) independently equal to \(1\) or \(\mathrm{diag}(i,-i)\) with probability one half, average over the last phase first. Each added scatterer multiplies the mean squared row norm \(\langle R\rangle\) by \(|a_j|^2+|b_j|^2\). A single scatterer starts with \(|a_0|^2+|b_0|^2\), so by induction

\[
\langle R\rangle=\prod_{j=0}^{N}(|a_j|^2+|b_j|^2).
\]

To get from \(R\) to the resistance, note that a product of two scatterers with a gap between them again has the conjugate form, with

\[
A'=Aa\,e^{i\theta}+B\bar b\,e^{-i\theta},\qquad B'=Ab\,e^{i\theta}+B\bar a\,e^{-i\theta}.
\]

Determinants multiply and the gap has determinant 1, so \(|A'|^2-|B'|^2=1\). The whole chain is therefore one flux-conserving scatterer with some parameters \(A,B\). Its resistance is \(\rho=|B|^2\), while \(R=|A|^2+|B|^2=1+2\rho\). Likewise \(|a_j|^2+|b_j|^2=1+2\rho_j\). Averaging gives

\[
1+2\langle\rho\rangle=\prod_{j=0}^{N}(1+2\rho_j).
\]

For \(N+1\) identical scatterers of resistance \(\rho_1\) this is \(\langle\rho\rangle=\frac12\left[(1+2\rho_1)^{N+1}-1\right]\). In general, expanding the product gives \(1+2\sum_j\rho_j\) plus non-negative terms, so the mean is never below the ohmic sum. Your 2 is that lower bound.

In a calculation for non-interacting electrons in one channel, you carry only the row \((p,q)\) along the wire: multiply its entries by the gap phases, apply the next scatterer, and read off \(\rho=|p|^2-1\) at the end. That gives the resistance for one set of gap phases. The mean over the two-valued phases needs no sweep, just one factor per scatterer. Ten scatterers with \(T=0.9\) have \(\rho_j=1/9\) each, so the mean resistance is \(\frac12[(11/9)^{10}-1]\approx3.22\), against an ohmic sum of about 1.11.

## The chain and its average in Lean

`transfer a b` is the matrix \(M\), and `phase` sends `false` to the identity and `true` to \(\mathrm{diag}(i,-i)\). `chain a b N s` contains \(N+1\) scatterers and \(N\) gaps; since `Fin N` counts from 0, `s j` selects \(D_{j+1}\). The sequences `a` and `b` are infinite, but only entries 0 to \(N\) enter. `phaseMean` is the equally weighted mean over all \(2^N\) selections; for \(N=0\) there is one selection and no gap.

`rowNormSq` is \(R\). Lean's entry `M 0 0` is the textbook \(M_{11}\), and `transmission` and `resistance` are defined from it. Flux conservation forces \(|a|\ge1\), so no division by zero occurs in the resistance theorems. The resistance is dimensionless, in units of \(h/e^2\) for one spin-resolved channel, and leaves out the contact resistance.

`mean_rowNormSq` states the product for \(\langle R\rangle\) with arbitrary complex parameters. `mean_resistance` assumes \(|a_j|^2-|b_j|^2=1\) for every \(j\le N\) and states the product for \(1+2\langle\rho\rangle\). `mean_resistance_identical` and `ohmic_sum_le_mean_resistance` are the closed formula and the lower bound.

The model is phase-coherent, single-channel and non-interacting. Within it, the mean resistance of identical, partly reflecting scatterers grows exponentially with their number. This alone does not establish localisation, because rare selections of phases can dominate the mean. If every scatterer has \(a=\sqrt2\) and \(b=1\), each selection gives \(\rho=\sinh^2(uS)\), where \(\cosh u=\sqrt2\) and \(S\) is \(1\) plus a sum of \(N\) independent, equally likely signs \(\pm1\); a typical \(\ln\rho\) then grows only as \(\sqrt N\).

The model also replaces the distribution of gap phases in a real disordered wire by two equally likely, independent values. The algebra above suggests the same mean for independent phases with \(\langle e^{2i\theta}\rangle=0\), a uniform phase for instance, but the theorems treat only the two-valued average. Other averages, such as \(\langle T\rangle\), can depend on more of the phase distribution.

```lean
import Mathlib

open Matrix ComplexConjugate

namespace RandomPhaseScatterers

noncomputable section

/-- The transfer matrix of a scatterer with complex parameters `a` and `b`. -/
def transfer (a b : ℂ) : Matrix (Fin 2) (Fin 2) ℂ :=
  !![a, b; conj b, conj a]

/-- The two phase matrices between neighbouring scatterers: the identity and `diag(i, -i)`. -/
def phase : Bool → Matrix (Fin 2) (Fin 2) ℂ
  | false => 1
  | true => !![Complex.I, 0; 0, -Complex.I]

/-- The transfer matrix `M₀ D₁ M₁ ⋯ D_N M_N` of `N + 1` scatterers, where `s` selects the
phase matrices. -/
def chain (a b : ℕ → ℂ) : (N : ℕ) → (Fin N → Bool) → Matrix (Fin 2) (Fin 2) ℂ
  | 0, _ => transfer (a 0) (b 0)
  | N + 1, s => chain a b N (fun j => s j.castSucc) * phase (s (Fin.last N)) *
      transfer (a (N + 1)) (b (N + 1))

/-- The average of a quantity over all `2 ^ N` selections of the phase matrices. -/
def phaseMean (N : ℕ) (f : (Fin N → Bool) → ℝ) : ℝ := (∑ s, f s) / 2 ^ N

/-- The squared norm of the first row of a transfer matrix. -/
def rowNormSq (M : Matrix (Fin 2) (Fin 2) ℂ) : ℝ := ‖M 0 0‖ ^ 2 + ‖M 0 1‖ ^ 2

/-- The transmission probability `T = 1 / |M₁₁|²`, for transfer matrices with `M₁₁ ≠ 0`. -/
def transmission (M : Matrix (Fin 2) (Fin 2) ℂ) : ℝ := 1 / ‖M 0 0‖ ^ 2

/-- The dimensionless Landauer resistance `(1 - T) / T`, for transfer matrices with
`M₁₁ ≠ 0`. -/
def resistance (M : Matrix (Fin 2) (Fin 2) ℂ) : ℝ := (1 - transmission M) / transmission M

/-- The Landauer resistance of a flux-conserving scatterer is `|b|²`. -/
theorem resistance_transfer (a b : ℂ) (h : ‖a‖ ^ 2 - ‖b‖ ^ 2 = 1) :
    resistance (transfer a b) = ‖b‖ ^ 2 := by
  have ha : ‖a‖ ^ 2 ≠ 0 := by nlinarith [sq_nonneg ‖b‖]
  have key : ∀ x : ℝ, x ≠ 0 → (1 - 1 / x) / (1 / x) = x - 1 := by
    intro x hx
    field_simp
  have h00 : transfer a b 0 0 = a := by simp [transfer]
  rw [resistance, transmission, h00, key _ ha]
  linarith

/-- For a unit wave incident on a flux-conserving scatterer, with reflected amplitude `r` and
transmitted amplitude `t`, the transmission is `|t|²` and the resistance is `|r|² / |t|²`. -/
theorem scattering_state (a b r t : ℂ) (h : ‖a‖ ^ 2 - ‖b‖ ^ 2 = 1)
    (hs : ![1, r] = transfer a b *ᵥ ![t, 0]) :
    transmission (transfer a b) = ‖t‖ ^ 2 ∧
      resistance (transfer a b) = ‖r‖ ^ 2 / ‖t‖ ^ 2 := by
  have h0 : 1 = a * t := by
    simpa [transfer, Matrix.mulVec, dotProduct, Fin.sum_univ_two] using congrFun hs 0
  have h1 : r = conj b * t := by
    simpa [transfer, Matrix.mulVec, dotProduct, Fin.sum_univ_two] using congrFun hs 1
  have hat : ‖a‖ ^ 2 * ‖t‖ ^ 2 = 1 := by
    rw [← mul_pow, ← norm_mul, ← h0]
    simp
  have ha : ‖a‖ ^ 2 ≠ 0 := left_ne_zero_of_mul_eq_one hat
  have ht : ‖t‖ ^ 2 ≠ 0 := right_ne_zero_of_mul_eq_one hat
  have h00 : transfer a b 0 0 = a := by simp [transfer]
  constructor
  · rw [transmission, h00, div_eq_iff ha]
    linarith
  · rw [resistance_transfer a b h, h1, norm_mul, mul_pow, RCLike.norm_conj]
    exact (mul_div_cancel_right₀ _ ht).symm

/-- Summed over the two phase matrices, the interference terms cancel: the squared row norm is
multiplied by `|a|² + |b|²` on average. -/
theorem rowNormSq_step (P : Matrix (Fin 2) (Fin 2) ℂ) (a b : ℂ) :
    rowNormSq (P * phase true * transfer a b) + rowNormSq (P * phase false * transfer a b) =
      2 * ((‖a‖ ^ 2 + ‖b‖ ^ 2) * rowNormSq P) := by
  simp [rowNormSq, phase, transfer, Matrix.mul_apply, Fin.sum_univ_two, Complex.sq_norm,
    Complex.normSq_apply]
  ring

/-- The average over `N + 1` phase matrices can be taken over the last one first. -/
theorem phaseMean_succ (N : ℕ) (F : (Fin N → Bool) → Bool → ℝ) :
    phaseMean (N + 1) (fun s => F (fun j => s j.castSucc) (s (Fin.last N))) =
      phaseMean N (fun t => (F t true + F t false) / 2) := by
  -- a selection of N + 1 phases is a selection of N phases and a last one
  let e : (Fin (N + 1) → Bool) ≃ (Fin N → Bool) × Bool :=
    { toFun := fun s => (fun j => s j.castSucc, s (Fin.last N))
      invFun := fun p => Fin.snoc (α := fun _ => Bool) p.1 p.2
      left_inv := fun s => by
        funext j
        induction j using Fin.lastCases <;> simp
      right_inv := fun p => by simp }
  have h := e.sum_comp (fun p => F p.1 p.2)
  rw [Fintype.sum_prod_type] at h
  have h' : ∑ s : Fin (N + 1) → Bool, F (fun j => s j.castSucc) (s (Fin.last N)) =
      ∑ t, (F t true + F t false) :=
    h.trans (Finset.sum_congr rfl fun t _ => Fintype.sum_bool _)
  simp only [phaseMean]
  rw [h', ← Finset.sum_div, pow_succ]
  ring

/-- The mean squared norm of the first row of the chain is the product of the single factors
`|a_j|² + |b_j|²`. -/
theorem mean_rowNormSq (a b : ℕ → ℂ) (N : ℕ) :
    phaseMean N (fun s => rowNormSq (chain a b N s)) =
      ∏ j ∈ Finset.range (N + 1), (‖a j‖ ^ 2 + ‖b j‖ ^ 2) := by
  induction N with
  | zero => simp [phaseMean, chain, rowNormSq, transfer]
  | succ N ih =>
    have h := phaseMean_succ N (fun t c =>
      rowNormSq (chain a b N t * phase c * transfer (a (N + 1)) (b (N + 1))))
    refine h.trans ?_
    simp only [rowNormSq_step, mul_div_cancel_left₀ _ (two_ne_zero' ℝ)]
    rw [Finset.prod_range_succ _ (N + 1), ← ih]
    simp only [phaseMean, ← Finset.mul_sum]
    ring

/-- Two scatterers joined by a phase matrix act as a single scatterer, and the values of
`|a|² - |b|²` multiply. -/
theorem transfer_phase_transfer (A B a b : ℂ) (c : Bool) :
    ∃ A' B' : ℂ, ‖A'‖ ^ 2 - ‖B'‖ ^ 2 = (‖A‖ ^ 2 - ‖B‖ ^ 2) * (‖a‖ ^ 2 - ‖b‖ ^ 2) ∧
      transfer A B * phase c * transfer a b = transfer A' B' := by
  cases c
  · refine ⟨A * a + B * conj b, A * b + B * conj a, ?_, ?_⟩
    · simp [Complex.sq_norm, Complex.normSq_apply]
      ring
    · ext i j
      fin_cases i <;> fin_cases j <;>
        simp [phase, transfer, Matrix.mul_apply, Fin.sum_univ_two] <;> ring
  · refine ⟨A * Complex.I * a - B * Complex.I * conj b,
      A * Complex.I * b - B * Complex.I * conj a, ?_, ?_⟩
    · simp [Complex.sq_norm, Complex.normSq_apply]
      ring
    · ext i j
      fin_cases i <;> fin_cases j <;>
        simp [phase, transfer, Matrix.mul_apply, Fin.sum_univ_two] <;> ring

/-- A chain of flux-conserving scatterers is itself a flux-conserving scatterer, for every
selection of the phase matrices. -/
theorem chain_eq_transfer (a b : ℕ → ℂ) (N : ℕ)
    (h : ∀ j ≤ N, ‖a j‖ ^ 2 - ‖b j‖ ^ 2 = 1) (s : Fin N → Bool) :
    ∃ A B : ℂ, ‖A‖ ^ 2 - ‖B‖ ^ 2 = 1 ∧ chain a b N s = transfer A B := by
  induction N with
  | zero => exact ⟨a 0, b 0, h 0 le_rfl, rfl⟩
  | succ N ih =>
    obtain ⟨A, B, hAB, hc⟩ := ih (fun j hj => h j (by omega)) (fun j => s j.castSucc)
    obtain ⟨A', B', hf, hm⟩ :=
      transfer_phase_transfer A B (a (N + 1)) (b (N + 1)) (s (Fin.last N))
    refine ⟨A', B', ?_, ?_⟩
    · rw [hf, hAB, h (N + 1) le_rfl, one_mul]
    · rw [chain, hc, hm]

/-- For flux-conserving scatterers the phase-averaged Landauer resistance `⟨ρ⟩` of the chain
obeys `1 + 2⟨ρ⟩ = ∏ (1 + 2ρ_j)`, where `ρ_j` are the single resistances. -/
theorem mean_resistance (a b : ℕ → ℂ) (N : ℕ)
    (h : ∀ j ≤ N, ‖a j‖ ^ 2 - ‖b j‖ ^ 2 = 1) :
    1 + 2 * phaseMean N (fun s => resistance (chain a b N s)) =
      ∏ j ∈ Finset.range (N + 1), (1 + 2 * resistance (transfer (a j) (b j))) := by
  -- by flux conservation, the resistance is half of (the squared row norm minus 1)
  have h1 : ∀ s, resistance (chain a b N s) = (rowNormSq (chain a b N s) - 1) / 2 := by
    intro s
    obtain ⟨A, B, hAB, hc⟩ := chain_eq_transfer a b N h s
    have hr : rowNormSq (transfer A B) = ‖A‖ ^ 2 + ‖B‖ ^ 2 := by simp [rowNormSq, transfer]
    rw [hc, resistance_transfer A B hAB, hr]
    linarith
  have h2 : phaseMean N (fun s => resistance (chain a b N s)) =
      (phaseMean N (fun s => rowNormSq (chain a b N s)) - 1) / 2 := by
    have card : ∑ _s : Fin N → Bool, (1 : ℝ) = 2 ^ N := by simp
    simp only [phaseMean, h1]
    rw [← Finset.sum_div, Finset.sum_sub_distrib, card]
    field_simp
  have h3 : ∏ j ∈ Finset.range (N + 1), (1 + 2 * resistance (transfer (a j) (b j))) =
      ∏ j ∈ Finset.range (N + 1), (‖a j‖ ^ 2 + ‖b j‖ ^ 2) := by
    refine Finset.prod_congr rfl fun j hj => ?_
    have hj' := h j (by have := Finset.mem_range.mp hj; omega)
    rw [resistance_transfer _ _ hj']
    linarith
  rw [h2, h3, mean_rowNormSq]
  ring

/-- For `N + 1` identical flux-conserving scatterers of resistance `ρ`, the mean resistance is
`((1 + 2ρ)^(N+1) - 1) / 2`. -/
theorem mean_resistance_identical (a b : ℂ) (N : ℕ) (h : ‖a‖ ^ 2 - ‖b‖ ^ 2 = 1) :
    phaseMean N (fun s => resistance (chain (fun _ => a) (fun _ => b) N s)) =
      ((1 + 2 * resistance (transfer a b)) ^ (N + 1) - 1) / 2 := by
  have hm := mean_resistance (fun _ => a) (fun _ => b) N (fun _ _ => h)
  simp only [Finset.prod_const, Finset.card_range] at hm
  linarith

/-- The mean resistance of a chain of flux-conserving scatterers is at least the sum of the
single resistances. -/
theorem ohmic_sum_le_mean_resistance (a b : ℕ → ℂ) (N : ℕ)
    (h : ∀ j ≤ N, ‖a j‖ ^ 2 - ‖b j‖ ^ 2 = 1) :
    ∑ j ∈ Finset.range (N + 1), resistance (transfer (a j) (b j)) ≤
      phaseMean N (fun s => resistance (chain a b N s)) := by
  have hρ : ∀ j ∈ Finset.range (N + 1), resistance (transfer (a j) (b j)) = ‖b j‖ ^ 2 :=
    fun j hj => resistance_transfer _ _ (h j (by have := Finset.mem_range.mp hj; omega))
  -- expanding the product leaves only non-negative terms beyond the sum
  have key : ∀ n : ℕ, 1 + 2 * ∑ j ∈ Finset.range n, ‖b j‖ ^ 2 ≤
      ∏ j ∈ Finset.range n, (1 + 2 * ‖b j‖ ^ 2) := by
    intro n
    induction n with
    | zero => simp
    | succ n ih =>
      rw [Finset.sum_range_succ, Finset.prod_range_succ]
      have hS : 0 ≤ ∑ j ∈ Finset.range n, ‖b j‖ ^ 2 :=
        Finset.sum_nonneg fun j _ => sq_nonneg _
      have hx : 0 ≤ ‖b n‖ ^ 2 := sq_nonneg _
      have hp := mul_le_mul_of_nonneg_right ih (by linarith : 0 ≤ 1 + 2 * ‖b n‖ ^ 2)
      nlinarith [mul_nonneg hS hx]
  have hm := mean_resistance a b N h
  rw [Finset.prod_congr rfl fun j hj => by rw [hρ j hj]] at hm
  rw [Finset.sum_congr rfl hρ]
  linarith [key (N + 1)]

end

end RandomPhaseScatterers
```

## From cancelling interference to the mean resistance

`resistance_transfer` proves \(\rho=|b|^2\): flux conservation makes \(|a|^2\) nonzero, and `key` simplifies the quotient to \(|a|^2-1\). `scattering_state` reads the equations \(1=at\) and \(r=\bar b t\) from the two components of the matrix equation, then confirms \(T=|t|^2\) and \(\rho=|r|^2/|t|^2\).

`rowNormSq_step` is the cancellation. It adds the squared norms for the two phases; `simp` expands them into real and imaginary parts, and `ring` confirms that the interference terms drop out.

`phaseMean_succ` justifies averaging the last phase first. The equivalence `e` splits a selection of \(N+1\) phases into the first \(N\) and the last, which turns the sum into a double sum. `mean_rowNormSq` is then the induction on \(N\): `phaseMean_succ` isolates the last gap, `rowNormSq_step` supplies the new factor, and `ih` supplies the product for the shorter chain.

`transfer_phase_transfer` gives \(A'\) and \(B'\) explicitly for each of the two phases and checks the matrix entry by entry. It also shows that the values of \(|a|^2-|b|^2\) multiply. `chain_eq_transfer` repeats this along the chain, so every selection of phases yields a flux-conserving scatterer.

In `mean_resistance`, `h1` is the relation \(\rho=(R-1)/2\) for each selection, `h2` averages it, and `h3` rewrites each single factor as \(1+2\rho_j\). Inserting `mean_rowNormSq` finishes the proof.

The formula for identical scatterers follows because the product becomes a power. For the ohmic bound, `key` is an induction on the number of factors: with \(S\) the sum so far and \(x\) the next resistance, \((1+2S)(1+2x)=1+2(S+x)+4Sx\), and the last term is non-negative.

```lean
#print axioms RandomPhaseScatterers.scattering_state
#print axioms RandomPhaseScatterers.mean_resistance_identical
#print axioms RandomPhaseScatterers.ohmic_sum_le_mean_resistance
```

```
'RandomPhaseScatterers.scattering_state' depends on axioms: [propext, Classical.choice, Quot.sound]
'RandomPhaseScatterers.mean_resistance_identical' depends on axioms: [propext, Classical.choice, Quot.sound]
'RandomPhaseScatterers.ohmic_sum_le_mean_resistance' depends on axioms: [propext, Classical.choice, Quot.sound]
```
